# The depairing current of a uniform Ginzburg–Landau wire on a mesh is too low, with an error quadratic in the spacing

Suppose that a superconducting wire is simulated with the Ginzburg–Landau equation on a uniform mesh of spacing $h$, with the three-point difference quotient in place of the second derivative. For a uniform wire with $0<h\le 1$, in units of the coherence length, this discretization lowers the largest current that a plane-wave state can carry. The loss lies between $h^2/32$ and $h^2/12$ of the continuum value $J_c$. At $h=1/2$ that is between 0.78% and 2.1%, so a drive of $0.995\,J_c$ has a uniform solution in the continuum and none on the mesh. The upper limit is generous: for small $h$ the loss is close to $h^2/24$ of $J_c$, and $h=0.48$ already keeps it below 1%.

In Lean 4 with Mathlib:

```lean
import Mathlib

open Set

namespace LatticeDepairing

noncomputable section
```

## Plane waves on the mesh

The order parameter $\psi_n$ is a complex number at each site $n\in\mathbb Z$ of an infinite wire, scaled so that the uniform state without current has $|\psi|=1$. There is no vector potential. With the second derivative replaced by a difference quotient, the stationary equation is

$$\psi_n-|\psi_n|^2\psi_n+\frac{\psi_{n+1}+\psi_{n-1}-2\psi_n}{h^2}=0 .$$

`glResidual` is its left-hand side.

```lean
/-- Left-hand side of the discretized Ginzburg-Landau equation at site `n` of a wire with mesh
spacing `h ≠ 0`, in reduced units. -/
def glResidual (h : ℝ) (ψ : ℤ → ℂ) (n : ℤ) : ℂ :=
  ψ n - ((‖ψ n‖ ^ 2 : ℝ) : ℂ) * ψ n + (ψ (n + 1) + ψ (n - 1) - 2 * ψ n) / (h : ℂ) ^ 2
```

The supercurrent lives on links: $\operatorname{Im}(\psi_n^*\psi_{n+1})/h$, where `starRingEnd ℂ` is complex conjugation.

```lean
/-- Supercurrent on the link from site `n` to site `n + 1`, for mesh spacing `h ≠ 0`. -/
def linkCurrent (h : ℝ) (ψ : ℤ → ℂ) (n : ℤ) : ℝ :=
  (starRingEnd ℂ (ψ n) * ψ (n + 1)).im / h
```

A uniform current-carrying state has constant amplitude $f$ and a phase that advances by $q=kh$ per link, so $\psi_n=f e^{iqn}$.

```lean
/-- Order parameter of constant amplitude `f` whose phase advances by `q` on every link. -/
def planeWave (f q : ℝ) (n : ℤ) : ℂ :=
  (f : ℂ) * Complex.exp (((q * n : ℝ) : ℂ) * Complex.I)
```

Two functions of the wave number $k$ will describe these states, the density and the current:

$$d(k)=1-\frac{2(1-\cos kh)}{h^2},\qquad J(k)=\frac{\sin kh}{h}\,d(k).$$

```lean
/-- The expression `1 - 2 (1 - cos kh) / h²`, for mesh spacing `h ≠ 0`. -/
def density (h k : ℝ) : ℝ := 1 - 2 * (1 - Real.cos (k * h)) / h ^ 2

/-- The lattice current `J(k) = (sin kh / h) (1 - 2 (1 - cos kh) / h²)`, for mesh spacing
`h ≠ 0`. -/
def latticeCurrent (h k : ℝ) : ℝ := Real.sin (k * h) / h * density h k
```

The continuum value to compare with is $J_c=2/(3\sqrt3)\approx0.385$.

```lean
/-- The number `Jc = 2 / (3 √3)`. -/
def depairingCurrent : ℝ := 2 / (3 * √3)
```

Moving one site along a plane wave multiplies it by $e^{\pm iq}$, and its squared modulus is $f^2$ everywhere.

```lean
lemma planeWave_succ (f q : ℝ) (n : ℤ) :
    planeWave f q (n + 1) = planeWave f q n * Complex.exp ((q : ℂ) * Complex.I) := by
  unfold planeWave
  rw [mul_assoc, ← Complex.exp_add]
  congr 2
  push_cast
  ring

lemma planeWave_pred (f q : ℝ) (n : ℤ) :
    planeWave f q (n - 1) = planeWave f q n * Complex.exp (-(q : ℂ) * Complex.I) := by
  unfold planeWave
  rw [mul_assoc, ← Complex.exp_add]
  congr 2
  push_cast
  ring

lemma norm_planeWave_sq (f q : ℝ) (n : ℤ) : ‖planeWave f q n‖ ^ 2 = f ^ 2 := by
  unfold planeWave
  rw [norm_mul, Complex.norm_exp_ofReal_mul_I, mul_one, Complex.norm_real, Real.norm_eq_abs,
    sq_abs]
```

Since $e^{iq}+e^{-iq}-2=-2(1-\cos q)$, the left-hand side of the equation becomes $\psi_n\,(d(k)-f^2)$. For $f\neq0$ it vanishes at every site exactly when $f^2=d(k)$. In the proof, `key` is this product form, and evaluating it at site $0$ gives the forward direction.

```lean
/-- A plane wave of nonzero amplitude `f` and wave number `k` solves the discretized
Ginzburg-Landau equation exactly when `f² = 1 - 2 (1 - cos kh) / h²`. -/
theorem planeWave_solves_iff (h k f : ℝ) (hf : f ≠ 0) :
    (∀ n, glResidual h (planeWave f (k * h)) n = 0) ↔ f ^ 2 = density h k := by
  -- the equation acts on a plane wave as multiplication by a real number
  have key : ∀ n, glResidual h (planeWave f (k * h)) n
      = planeWave f (k * h) n * ((density h k - f ^ 2 : ℝ) : ℂ) := by
    intro n
    unfold glResidual density
    rw [norm_planeWave_sq, planeWave_succ, planeWave_pred, Complex.exp_mul_I,
      Complex.exp_mul_I, Complex.cos_neg, Complex.sin_neg]
    push_cast
    ring
  have hne : planeWave f (k * h) 0 ≠ 0 :=
    mul_ne_zero (Complex.ofReal_ne_zero.2 hf) (Complex.exp_ne_zero _)
  constructor
  · intro H
    have h0 := H 0
    rw [key] at h0
    have h1 := Complex.ofReal_eq_zero.1 ((mul_eq_zero.1 h0).resolve_left hne)
    linarith
  · intro H n
    rw [key, H, sub_self, Complex.ofReal_zero, mul_zero]
```

The link current of such a solution is $f^2\sin(kh)/h$, which is $J(k)$ once $f^2=d(k)$ is inserted. The lattice current is therefore derived from the discretized equation.

```lean
/-- A plane wave of nonzero amplitude that solves the discretized Ginzburg-Landau equation
carries the current `J(k)` on every link. -/
theorem linkCurrent_of_solution (h k f : ℝ) (hf : f ≠ 0)
    (hsol : ∀ n, glResidual h (planeWave f (k * h)) n = 0) (n : ℤ) :
    linkCurrent h (planeWave f (k * h)) n = latticeCurrent h k := by
  have hd := (planeWave_solves_iff h k f hf).1 hsol
  unfold linkCurrent latticeCurrent
  rw [planeWave_succ, ← mul_assoc, Complex.conj_mul', ← Complex.ofReal_pow,
    norm_planeWave_sq, Complex.im_ofReal_mul, Complex.exp_ofReal_mul_I_im, hd]
  ring
```

## The continuum maximum

In the continuum, $\psi=fe^{ikx}$ solves $\psi-|\psi|^2\psi+\psi''=0$ for $f^2=1-k^2$ and carries $k(1-k^2)$. The code starts from this last expression. With $a=1/\sqrt3$, so that $J_c=\tfrac23a$,

$$J_c-k(1-k^2)=(k-a)^2(k+2a)\ge0\qquad(k\ge0),$$

with equality at $k=a$. `IsGreatest` says that $J_c$ is attained and is an upper bound.

```lean
/-- In the continuum, `Jc = 2 / (3 √3)` is the maximum of the uniform current `k (1 - k²)` over
wave numbers `k ≥ 0`. -/
theorem continuum_maximum :
    IsGreatest ((fun k : ℝ => k * (1 - k ^ 2)) '' Ici 0) depairingCurrent := by
  obtain ⟨a, ha⟩ : ∃ a : ℝ, a = 1 / √3 := ⟨_, rfl⟩
  have ha0 : 0 ≤ a := by rw [ha]; positivity
  have ha2 : a ^ 2 = 1 / 3 := by
    rw [ha, div_pow, Real.sq_sqrt (by norm_num)]; norm_num
  have hJ : depairingCurrent = 2 / 3 * a := by
    rw [ha]; unfold depairingCurrent; ring
  rw [hJ]
  constructor
  · refine ⟨a, ha0, ?_⟩
    change a * (1 - a ^ 2) = 2 / 3 * a
    rw [ha2]; ring
  · rintro _ ⟨k, hk, rfl⟩
    change k * (1 - k ^ 2) ≤ 2 / 3 * a
    have hk0 : 0 ≤ k := hk
    -- the deficit factorizes with a double root at the optimal wave number
    have e : (k - a) ^ 2 * (k + 2 * a) = k ^ 3 - k + 2 / 3 * a := by
      linear_combination (-3 * k + 2 * a) * ha2
    have p : 0 ≤ (k - a) ^ 2 * (k + 2 * a) := by positivity
    linarith [e, p, show k * (1 - k ^ 2) = k - k ^ 3 by ring]
```

Two facts about $J_c$ are needed later: it is positive, and $J_c^2=4/27$.

```lean
lemma depairingCurrent_pos : 0 < depairingCurrent := by
  unfold depairingCurrent; positivity

lemma depairingCurrent_sq : depairingCurrent ^ 2 = 4 / 27 := by
  unfold depairingCurrent
  rw [div_pow, mul_pow, Real.sq_sqrt (by norm_num)]; norm_num
```

## An upper bound from the squared current

Put $u=1-d(k)=2(1-\cos kh)/h^2$. Then $\cos kh=1-h^2u/2$, hence $\sin^2(kh)/h^2=u(1-h^2u/4)$ and

$$J^2=u(1-u)^2\left(1-\frac{h^2u}{4}\right).$$

```lean
lemma latticeCurrent_sq (h k : ℝ) (hh : h ≠ 0) :
    latticeCurrent h k ^ 2 =
      (1 - density h k) * density h k ^ 2 * (1 - h ^ 2 * (1 - density h k) / 4) := by
  have e : (Real.sin (k * h) / h) ^ 2
      = (1 - density h k) * (1 - h ^ 2 * (1 - density h k) / 4) := by
    unfold density
    rw [div_pow, Real.sin_sq]
    field_simp
    ring
  unfold latticeCurrent
  rw [mul_pow, e]; ring
```

Write $t=h^2$, with $0\le t\le1$, and let $u\le1$. The gap between $\tfrac4{27}(1-\tfrac t{16})$ and this polynomial is

$$\left(u-\tfrac13\right)^2\left(\tfrac43-u-\tfrac t3\right)+t\left[\tfrac13\left(u-\tfrac13\right)^2+\tfrac14u^2(1-u)^2-\tfrac1{108}\right].$$

The first term is nonnegative because $u\le1$ and $t\le1$. For the bracket, let $w=u(1-u)$ and use $w^2\ge\tfrac25w-\tfrac1{25}$. The two positive terms then add up to at least

$$\tfrac7{30}\left(u-\tfrac{11}{42}\right)^2+\tfrac{139}{12600}>\tfrac1{108}.$$

These are the two squares handed to `nlinarith` for `h1`; `h2` is the first term.

```lean
lemma polynomial_bound (u t : ℝ) (hu : u ≤ 1) (ht0 : 0 ≤ t) (ht1 : t ≤ 1) :
    u * (1 - u) ^ 2 * (1 - t * u / 4) ≤ 4 / 27 * (1 - t / 16) := by
  have h1 : 1 / 108 ≤ (u - 1 / 3) ^ 2 / 3 + (u * (1 - u)) ^ 2 / 4 := by
    nlinarith [sq_nonneg (u * (1 - u) - 1 / 5), sq_nonneg (u - 11 / 42)]
  have h2 : 0 ≤ (u - 1 / 3) ^ 2 * (4 / 3 - u - t / 3) :=
    mul_nonneg (sq_nonneg _) (by linarith)
  have h3 := mul_le_mul_of_nonneg_left h1 ht0
  nlinarith [h2, h3]
```

If $d(k)\ge0$, then $u\le1$, and taking square roots gives $J(k)\le J_c\sqrt{1-h^2/16}$. If $d(k)<0$, no plane wave of nonzero amplitude solves the equation; on $0\le k\le\pi/h$ the sine is nonnegative, so $J(k)\le0$ and the bound holds again.

```lean
/-- For `0 < h ≤ 1` and `0 ≤ k ≤ π/h`, the lattice current is at most `Jc √(1 - h²/16)`. -/
theorem latticeCurrent_le (h k : ℝ) (hh : 0 < h) (h1 : h ≤ 1)
    (hk : k ∈ Icc 0 (Real.pi / h)) :
    latticeCurrent h k ≤ depairingCurrent * √(1 - h ^ 2 / 16) := by
  have hB : 0 ≤ depairingCurrent * √(1 - h ^ 2 / 16) :=
    mul_nonneg depairingCurrent_pos.le (Real.sqrt_nonneg _)
  have hsq : h ^ 2 ≤ 1 := by nlinarith
  rcases le_or_gt 0 (density h k) with hd | hd
  · -- nonnegative density: compare squares
    refine le_of_abs_le (abs_le_of_sq_le_sq ?_ hB)
    rw [latticeCurrent_sq h k hh.ne', mul_pow, depairingCurrent_sq,
      Real.sq_sqrt (by linarith)]
    have := polynomial_bound (1 - density h k) (h ^ 2) (by linarith) (sq_nonneg h) hsq
    rwa [sub_sub_cancel] at this
  · -- negative density: the expression is not positive
    have hs : 0 ≤ Real.sin (k * h) :=
      Real.sin_nonneg_of_nonneg_of_le_pi (mul_nonneg hk.1 hh.le) ((le_div_iff₀ hh).1 hk.2)
    exact (mul_nonpos_of_nonneg_of_nonpos (div_nonneg hs hh.le) hd.le).trans hB
```

The same identity gives a neighbouring result for coarser meshes. The last factor of $J^2$ is $\cos^2(kh/2)\le1$, and $u(1-u)^2\le4/27$ for $0\le u\le1$, with equality only at $u=1/3$. At $u=1/3$ the last factor is $1-h^2/12<1$, so $J^2<4/27$ whenever $0\le u\le1$. For $u>1$ the density is negative and $J(k)\le0$, as above. So $J(k)<J_c$ on the interval for every $h>0$.

## A trial wave number and the maximum

Choose $k$ with $\cos kh=1-h^2/6$, which is possible for $h^2\le12$. Then $u=1/3$, $d=2/3$ and $J^2=\tfrac4{27}(1-h^2/12)$. Since $J\ge0$ here, $J=J_c\sqrt{1-h^2/12}$.

```lean
/-- For `h > 0` with `h² ≤ 12`, the wave number with `cos kh = 1 - h²/6` in `[0, π/h]` gives the
lattice current `Jc √(1 - h²/12)`. -/
theorem latticeCurrent_trial (h : ℝ) (hh : 0 < h) (h12 : h ^ 2 ≤ 12) :
    latticeCurrent h (Real.arccos (1 - h ^ 2 / 6) / h)
      = depairingCurrent * √(1 - h ^ 2 / 12) := by
  have hd : density h (Real.arccos (1 - h ^ 2 / 6) / h) = 2 / 3 := by
    unfold density
    rw [div_mul_cancel₀ _ hh.ne',
      Real.cos_arccos (by linarith) (by linarith [sq_nonneg h])]
    have e : 2 * (1 - (1 - h ^ 2 / 6)) / h ^ 2 = 1 / 3 := by
      rw [div_eq_iff (by positivity)]; ring
    rw [e]; norm_num
  have hJ : 0 ≤ latticeCurrent h (Real.arccos (1 - h ^ 2 / 6) / h) := by
    unfold latticeCurrent
    rw [hd, div_mul_cancel₀ _ hh.ne']
    have := Real.sin_nonneg_of_nonneg_of_le_pi (Real.arccos_nonneg (1 - h ^ 2 / 6))
      (Real.arccos_le_pi _)
    positivity
  refine (sq_eq_sq₀ hJ (mul_nonneg depairingCurrent_pos.le (Real.sqrt_nonneg _))).1 ?_
  rw [latticeCurrent_sq h _ hh.ne', hd, mul_pow, depairingCurrent_sq,
    Real.sq_sqrt (by linarith)]
  ring
```

A continuous function on a compact interval attains its maximum, so $J$ has a greatest value $M$ on $[0,\pi/h]$. For $0<h\le1$ it is at least the trial value and at most the upper bound:

$$J_c\sqrt{1-\tfrac{h^2}{12}}\le M\le J_c\sqrt{1-\tfrac{h^2}{16}}<J_c .$$

As $M>0$, the density at the maximizing $k$ is positive, and an actual plane-wave solution carries this current. For small $h$ the lower bound is close to the true maximum: $u(1-u)^2$ is stationary at $u=1/3$, so to order $h^2$ the maximum of $J^2$ changes only through the factor $1-h^2/12$ found there, and the loss is $h^2/24$ of $J_c$ to that order. At $h=0.48$ the lower bound is about $0.9904\,J_c$, a loss below 1%.

```lean
/-- For mesh spacing `0 < h ≤ 1` the lattice current has a maximum `M` on `0 ≤ k ≤ π/h`, which
lies between `Jc √(1 - h²/12)` and `Jc √(1 - h²/16)` and strictly below `Jc`. -/
theorem lattice_depairing_current (h : ℝ) (hh : 0 < h) (h1 : h ≤ 1) :
    ∃ M, IsGreatest (latticeCurrent h '' Icc 0 (Real.pi / h)) M ∧
      depairingCurrent * √(1 - h ^ 2 / 12) ≤ M ∧
      M ≤ depairingCurrent * √(1 - h ^ 2 / 16) ∧ M < depairingCurrent := by
  have hcont : Continuous (latticeCurrent h) := by
    unfold latticeCurrent density
    fun_prop
  have hne : (Icc 0 (Real.pi / h)).Nonempty :=
    ⟨0, le_refl _, div_nonneg Real.pi_pos.le hh.le⟩
  -- a continuous current on a compact interval attains its maximum
  obtain ⟨k, hk, hmax⟩ := isCompact_Icc.exists_isMaxOn hne hcont.continuousOn
  have hup := latticeCurrent_le h k hh h1 hk
  refine ⟨latticeCurrent h k, ⟨⟨k, hk, rfl⟩, ?_⟩, ?_, hup, ?_⟩
  · rintro _ ⟨q, hq, rfl⟩
    exact hmax hq
  · rw [← latticeCurrent_trial h hh (by nlinarith)]
    exact hmax ⟨div_nonneg (Real.arccos_nonneg _) hh.le,
      div_le_div_of_nonneg_right (Real.arccos_le_pi _) hh.le⟩
  · have hs : √(1 - h ^ 2 / 16) < 1 :=
      (Real.sqrt_lt' one_pos).2 (by nlinarith [pow_pos hh 2])
    exact hup.trans_lt (mul_lt_of_lt_one_right depairingCurrent_pos hs)
```

For $0\le x\le1$ one has $1-x\le\sqrt{1-x}\le1-x/2$. The left inequality with $x=h^2/12$ and the right one with $x=h^2/16$ give

$$\frac{h^2}{32}J_c\le J_c-M\le\frac{h^2}{12}J_c .$$

```lean
/-- For `0 < h ≤ 1`, the maximum `M` of the lattice current on `0 ≤ k ≤ π/h` falls short of `Jc`
by at least `Jc h²/32` and at most `Jc h²/12`. -/
theorem quadratic_error (h M : ℝ) (hh : 0 < h) (h1 : h ≤ 1)
    (hM : IsGreatest (latticeCurrent h '' Icc 0 (Real.pi / h)) M) :
    depairingCurrent * (h ^ 2 / 32) ≤ depairingCurrent - M ∧
      depairingCurrent - M ≤ depairingCurrent * (h ^ 2 / 12) := by
  obtain ⟨M', hM', hlo, hup, -⟩ := lattice_depairing_current h hh h1
  rw [hM'.unique hM] at hlo hup
  have hsq : h ^ 2 ≤ 1 := by nlinarith
  have a1 : √(1 - h ^ 2 / 16) ≤ 1 - h ^ 2 / 32 :=
    Real.sqrt_le_iff.2 ⟨by linarith, by nlinarith [sq_nonneg (h ^ 2)]⟩
  have a2 : 1 - h ^ 2 / 12 ≤ √(1 - h ^ 2 / 12) :=
    (Real.le_sqrt' (by linarith)).2
      (by nlinarith [mul_nonneg (sq_nonneg h) (sub_nonneg.2 hsq), sq_nonneg h])
  have b1 := mul_le_mul_of_nonneg_left a1 depairingCurrent_pos.le
  have b2 := mul_le_mul_of_nonneg_left a2 depairingCurrent_pos.le
  constructor
  · linarith
  · linarith

end

end LatticeDepairing
```

The bounds concern static plane waves in an infinite one-dimensional wire; they say nothing about stability, vortices, contacts or a magnetic field. On a periodic ring of finitely many sites only some values of $k$ are allowed, so the upper bound remains valid, while the trial wave number may be missing.

```lean
#print axioms LatticeDepairing.linkCurrent_of_solution
#print axioms LatticeDepairing.continuum_maximum
#print axioms LatticeDepairing.lattice_depairing_current
#print axioms LatticeDepairing.quadratic_error
```

```
'LatticeDepairing.linkCurrent_of_solution' depends on axioms: [propext, Classical.choice, Quot.sound]
'LatticeDepairing.continuum_maximum' depends on axioms: [propext, Classical.choice, Quot.sound]
'LatticeDepairing.lattice_depairing_current' depends on axioms: [propext, Classical.choice, Quot.sound]
'LatticeDepairing.quadratic_error' depends on axioms: [propext, Classical.choice, Quot.sound]
```
